# Four is the fewest steps in a unitary cycle that averages every spin one-half operator to a multiple of the identity

A spin one-half loses coherence because its operators couple to an environment. Fast pulses can suppress this. They divide time into m equal steps, and during step j the spin is seen in a frame rotated by a unitary V_j. To lowest order in the cycle time, a spin operator X in the coupling is replaced by its average

(1/m) ∑_j V_j† X V_j.

If this equals (tr X/2)·1 for every X, the remaining Hamiltonian acts on the environment alone. How short can such a cycle be?

The theorems concern this average. As a model of a real spin, it assumes pulses that are effectively instantaneous and a cycle short enough for higher orders to be negligible.

```lean
import Mathlib

open Matrix

namespace ShortestDecouplingCycle

variable {d m : ℕ}
```

Here `d` is the number of levels and `m` the number of steps (not a magnetic quantum number). Spin one-half is d = 2.

## The averaging condition as a matrix equation

```lean
/-- A cycle of `m` steps `V j` on a `d`-level system decouples if the sum of `(V j)ᴴ X (V j)`
over the cycle, times `d`, equals `m tr(X)` times the identity, for every operator `X`.
For positive `m` and `d` this says that the average over the cycle is `tr(X)/d` times the
identity. -/
def Decouples (V : Fin m → Matrix (Fin d) (Fin d) ℂ) : Prop :=
  ∀ X : Matrix (Fin d) (Fin d) ℂ,
    (d : ℂ) • ∑ j, (V j)ᴴ * X * V j = ((m : ℂ) * trace X) • (1 : Matrix (Fin d) (Fin d) ℂ)
```

`Decouples V` says that, for every complex d × d matrix X,

d ∑_j V_j† X V_j = m tr(X)·1.

The symbol `ᴴ` is the Hermitian conjugate, and `Fin m` labels the steps 0, …, m−1. The steps may be any matrices; unitarity enters later. An empty cycle satisfies the condition as 0 = 0, so the bound below assumes m > 0.

```lean
/-- The matrix with one row for each step of the cycle, listing the `d * d` entries of that
step. -/
def stepMatrix (V : Fin m → Matrix (Fin d) (Fin d) ℂ) : Matrix (Fin m) (Fin d × Fin d) ℂ :=
  Matrix.of fun j p => V j p.1 p.2
```

Each step becomes one row of an m × d² matrix A, with a pair of indices labelling the column:

A_{j,(a,c)} = (V_j)_{ac}.

```lean
/-- The entries of the product `Wᴴ * X * W`, for any square matrices `W` and `X` of the same size.
-/
theorem toggled_apply (W X : Matrix (Fin d) (Fin d) ℂ) (c e : Fin d) :
    (Wᴴ * X * W) c e = ∑ b, ∑ a, star (W a c) * X a b * W b e := by
  simp only [Matrix.mul_apply, Matrix.conjTranspose_apply, Finset.sum_mul]
```

This is the matrix product written out, with `star` for complex conjugation:

(W† X W)_{ce} = ∑_{a,b} W_{ac}* X_{ab} W_{be}.

```lean
/-- A cycle decouples exactly when the columns of its step matrix are orthogonal with equal
squared norms `m / d`, written here without the division. -/
theorem decouples_iff_gram (V : Fin m → Matrix (Fin d) (Fin d) ℂ) :
    Decouples V ↔ (d : ℂ) • ((stepMatrix V)ᴴ * stepMatrix V) =
      (m : ℂ) • (1 : Matrix (Fin d × Fin d) (Fin d × Fin d) ℂ) := by
  constructor
  · intro h
    ext ⟨a, c⟩ ⟨b, e⟩
    -- test the decoupling condition on the matrix unit with its entry at `(a, b)`
    have h1 := congrFun (congrFun (h (Matrix.of fun i j =>
      if i = a then (if j = b then 1 else 0) else 0)) c) e
    by_cases hab : a = b <;> by_cases hce : c = e <;>
      simpa [stepMatrix, Matrix.sum_apply, toggled_apply, Matrix.mul_apply, Matrix.trace,
        Matrix.one_apply, hab, hce] using h1
  · intro h X
    ext c e
    have key : ∀ a b, (d : ℂ) * ∑ j, star (V j a c) * V j b e =
        if a = b ∧ c = e then (m : ℂ) else 0 := by
      intro a b
      have h1 := congrFun (congrFun h (a, c)) (b, e)
      simpa [stepMatrix, Matrix.mul_apply, Matrix.one_apply] using h1
    -- expand `X` in its entries and use the orthogonality for each of them
    calc ((d : ℂ) • ∑ j, (V j)ᴴ * X * V j) c e
        = ∑ b, ∑ a, X a b * ((d : ℂ) * ∑ j, star (V j a c) * V j b e) := by
          simp only [Matrix.smul_apply, Matrix.sum_apply, toggled_apply, smul_eq_mul,
            Finset.mul_sum]
          rw [Finset.sum_comm]
          refine Finset.sum_congr rfl fun b _ => ?_
          rw [Finset.sum_comm]
          refine Finset.sum_congr rfl fun a _ => Finset.sum_congr rfl fun j _ => ?_
          ring
      _ = (((m : ℂ) * trace X) • (1 : Matrix (Fin d) (Fin d) ℂ)) c e := by
          simp only [key]
          by_cases hce : c = e
          · subst hce
            simp [Matrix.trace, Finset.mul_sum, mul_comm]
          · simp [hce]
```

Decoupling is equivalent to d A†A = m·1. In entries, this reads

d ∑_j (V_j)_{ac}* (V_j)_{be} = m δ_{ab} δ_{ce}.

To obtain it from decoupling, choose X with a single entry 1 at (a,b). Its trace is δ_{ab}, and the (c,e) entry of the condition is the equation above. Lean makes the same choice and checks the cases a = b or not, c = e or not.

Conversely, multiply by X_{ab} and sum over a and b. The left side becomes the (c,e) entry of d ∑_j V_j† X V_j, and the right side becomes m tr(X) δ_{ce}. The `calc` block does this, with `key` as the entry equation.

## Counting dimensions

```lean
/-- A decoupling cycle with at least one step on a `d`-level system has at least `d ^ 2` steps,
whatever matrices the steps are. -/
theorem sq_le_of_decouples {V : Fin m → Matrix (Fin d) (Fin d) ℂ} (hm : 0 < m)
    (h : Decouples V) : d ^ 2 ≤ m := by
  have hg := (decouples_iff_gram V).1 h
  -- the step matrix has no kernel
  have inj : Function.Injective (stepMatrix V).mulVecLin := by
    rw [injective_iff_map_eq_zero]
    intro x hx
    have hx' : stepMatrix V *ᵥ x = 0 := by simpa using hx
    have h2 : (m : ℂ) • x = 0 := by
      calc (m : ℂ) • x
          = ((m : ℂ) • (1 : Matrix (Fin d × Fin d) (Fin d × Fin d) ℂ)) *ᵥ x := by
            rw [Matrix.smul_mulVec, Matrix.one_mulVec]
        _ = 0 := by
            rw [← hg, Matrix.smul_mulVec, ← Matrix.mulVec_mulVec, hx', Matrix.mulVec_zero,
              smul_zero]
    exact (smul_eq_zero.1 h2).resolve_left (by exact_mod_cast hm.ne')
  -- an injective map cannot lower the dimension
  have hle := LinearMap.finrank_le_finrank_of_injective inj
  simpa [Module.finrank_fintype_fun_eq_card, sq] using hle
```

Suppose A x = 0 for a vector x with d² components. Then

m x = d A†A x = 0,

and m > 0 gives x = 0. So A maps ℂ^(d²) injectively into ℂ^m, which forces d² ≤ m. In Lean, `inj` is the injectivity and `hle` the comparison of dimensions.

The same argument handles unequal durations. If step j takes a fraction p_j of the cycle, replace V_j by √(m p_j) V_j. The weighted average becomes the equal-step one, and again m ≥ d².

## Cycles of exactly d² steps

```lean
/-- A cycle of exactly `d ^ 2` steps decouples if and only if its steps are orthogonal in the
trace inner product, each with squared norm `d`. -/
theorem decouples_iff_orthogonal (hm : m = d ^ 2) (V : Fin m → Matrix (Fin d) (Fin d) ℂ) :
    Decouples V ↔ ∀ i j, trace ((V i)ᴴ * V j) = if i = j then (d : ℂ) else 0 := by
  rcases Nat.eq_zero_or_pos d with hd | hd
  · subst hd
    constructor
    · intro _ i
      exact absurd i.isLt (by simp [hm])
    · intro _ X
      ext i
      exact i.elim0
  have hd' : (d : ℂ) ≠ 0 := by exact_mod_cast hd.ne'
  have hmc : (m : ℂ) = d * d := by
    rw [hm]
    push_cast
    ring
  have e : Fin d × Fin d ≃ Fin m := Fintype.equivOfCardEq (by simp [hm, sq])
  have h1 : (d : ℂ) • ((stepMatrix V)ᴴ * stepMatrix V) =
      (m : ℂ) • (1 : Matrix (Fin d × Fin d) (Fin d × Fin d) ℂ) ↔
      ((d : ℂ)⁻¹ • (stepMatrix V)ᴴ) * stepMatrix V = 1 := by
    rw [Matrix.smul_mul, inv_smul_eq_iff₀ hd', hmc, mul_smul]
    exact (smul_right_injective _ hd').eq_iff
  have ht : ∀ i j, (stepMatrix V * (stepMatrix V)ᴴ) j i = trace ((V i)ᴴ * V j) := by
    intro i j
    simp only [stepMatrix, Matrix.mul_apply, Matrix.conjTranspose_apply, Matrix.of_apply,
      Matrix.trace, Matrix.diag_apply, Fintype.sum_prod_type]
    rw [Finset.sum_comm]
    exact Finset.sum_congr rfl fun c _ => Finset.sum_congr rfl fun a _ => mul_comm _ _
  -- the step matrix is square, so its left inverse is also a right inverse
  rw [decouples_iff_gram, h1, Matrix.mul_eq_one_comm_of_equiv e, Matrix.mul_smul,
    inv_smul_eq_iff₀ hd']
  constructor
  · intro h i j
    rw [← ht, h]
    rcases eq_or_ne i j with rfl | hij
    · simp
    · simp [hij, hij.symm]
  · intro h
    ext j i
    rw [ht, h]
    rcases eq_or_ne i j with rfl | hij
    · simp
    · simp [hij, hij.symm]
```

For m = d² and d > 0, decoupling reads A†A = d·1, so A†/d is a left inverse of A. Since A is square, it is also a right inverse, and AA† = d·1. The entries of this product are

(AA†)_{ji} = ∑_{a,c} (V_j)_{ac} (V_i)_{ac}* = tr(V_i† V_j),

which is `ht`. Decoupling therefore means tr(V_i† V_j) = d δ_{ij}, and every step reverses. Lean pairs the d² columns with the m rows through the bijection `e` and treats d = 0 separately.

## The Pauli cycle reaches the bound

```lean
/-- The four-step Pauli cycle: the identity and the three Pauli matrices. -/
def pauliCycle : Fin 4 → Matrix (Fin 2) (Fin 2) ℂ :=
  ![1, !![0, 1; 1, 0], !![0, -Complex.I; Complex.I, 0], !![1, 0; 0, -1]]
```

The steps 0 to 3 are 1, σx, σy and σz.

```lean
/-- Every step of the Pauli cycle is unitary. -/
theorem pauliCycle_unitary (j : Fin 4) : pauliCycle j ∈ Matrix.unitaryGroup (Fin 2) ℂ := by
  rw [Matrix.mem_unitaryGroup_iff]
  fin_cases j <;> ext a b <;> fin_cases a <;> fin_cases b <;>
    simp [pauliCycle, Matrix.mul_apply, Fin.sum_univ_two, Matrix.star_eq_conjTranspose]
```

Each is Hermitian and squares to 1, hence unitary. Lean checks every entry.

```lean
/-- The Pauli cycle decouples a spin one-half. -/
theorem pauliCycle_decouples : Decouples pauliCycle := by
  refine (decouples_iff_orthogonal (by norm_num) _).2 fun i j => ?_
  fin_cases i <;> fin_cases j <;>
    norm_num [pauliCycle, Matrix.trace, Matrix.mul_apply, Fin.sum_univ_two]
```

Writing σ_0 = 1, we have tr(σ_i σ_j) = 2δ_{ij}, so the previous criterion applies with d = 2. Lean computes the sixteen traces.

In a calculation with the coupling σz ⊗ B, where B acts on the environment, the four steps give the signs +, −, −, +, and the sum vanishes. The pulses between steps are V_{j+1} V_j†, which up to phases are σx, σz, σx, and σz to close the cycle.

```lean
/-- Four is the smallest positive number of steps in a unitary decoupling cycle for a
spin one-half. -/
theorem four_isLeast_decoupling_length :
    IsLeast {m : ℕ | 0 < m ∧ ∃ V : Fin m → Matrix (Fin 2) (Fin 2) ℂ,
      (∀ j, V j ∈ Matrix.unitaryGroup (Fin 2) ℂ) ∧ Decouples V} 4 := by
  constructor
  · exact ⟨by norm_num, pauliCycle, pauliCycle_unitary, pauliCycle_decouples⟩
  · rintro m ⟨hm, V, _, hV⟩
    have h := sq_le_of_decouples hm hV
    omega

end ShortestDecouplingCycle
```

`IsLeast` makes two claims: 4 belongs to the set of positive lengths of unitary decoupling cycles, and no member is smaller. The Pauli cycle proves the first. The bound with d = 2 gives 4 = 2² ≤ m for the second, without using unitarity.

For lowest-order dynamical decoupling of a single qubit, this fixes the minimum when every coupling must be removed. A known coupling may need less: the two steps 1, σx already average σz to zero.

```lean
#print axioms ShortestDecouplingCycle.four_isLeast_decoupling_length
```

```
'ShortestDecouplingCycle.four_isLeast_decoupling_length' depends on axioms: [propext, Classical.choice, Quot.sound]
```
